# Up to phases, qubit reversal with X–Z exchange maps the Jordan-Wigner Majorana strings and total parity onto the parity-encoded set

Jordan-Wigner Majorana strings carry a chain of $Z$ to the left, and parity-encoded ones carry a chain of $X$ to the right. This suggests that reversing the qubit order and exchanging $X$ with $Z$ turns one list into the other. On two qubits, with phases ignored, the Jordan-Wigner list $XI, YI, ZX, ZY$ becomes $IZ, IY, ZX, YX$. The parity-encoded list is $XX, YX, ZX, IY$. One string is wrong: $IZ$ has appeared and $XX$ is missing.

The stray $IZ$ is the total fermion parity in the parity encoding, and the missing $XX$ is the image of the Jordan-Wigner total parity $ZZ$. Once each list includes its total parity, the two match, and they do so for every number $n$ of qubits.

## Pauli strings as pairs of bit vectors

```lean
import Mathlib

namespace ParityJordanWignerDuality
```

The file loads the library Mathlib and opens a namespace for its own names.

```lean
/-- A Pauli string on `n` qubits without its phase: the pair (x, z) of bit vectors,
with X = (1,0), Z = (0,1) and Y = (1,1) on each qubit. -/
abbrev Pauli (n : ℕ) := (Fin n → ZMod 2) × (Fin n → ZMod 2)
```

A Pauli string without its phase is a pair $(x,z)$ of vectors over $\mathbb Z/2$. Site $i$ carries $I, X, Z, Y$ for $(x_i,z_i)=(0,0),(1,0),(0,1),(1,1)$. The type `Fin n` is the set $\{0,\dots,n-1\}$, so sites are counted from 0. Multiplying strings becomes adding vectors, and signs and factors of the imaginary unit are lost.

```lean
/-- The Jordan-Wigner string with X at site `j` and Z on all earlier sites. -/
def jwX {n : ℕ} (j : Fin n) : Pauli n :=
  (fun i => if i = j then 1 else 0, fun i => if i < j then 1 else 0)
```

This is $Z_0\cdots Z_{j-1}X_j$. Writing $[\,\cdot\,]$ for 1 if the condition holds and 0 otherwise, $x_i=[i=j]$ and $z_i=[i<j]$.

```lean
/-- The Jordan-Wigner string with Y at site `j` and Z on all earlier sites. -/
def jwY {n : ℕ} (j : Fin n) : Pauli n :=
  (fun i => if i = j then 1 else 0, fun i => if i ≤ j then 1 else 0)
```

Allowing $i=j$ in the $z$ part turns $X_j$ into $Y_j$, which gives $Z_0\cdots Z_{j-1}Y_j$. The two strings at site $j$ represent the two Majorana operators of fermionic mode $j$. They are taken as definitions here, not derived from creation and annihilation operators.

```lean
/-- The total parity Z...Z in the Jordan-Wigner encoding. -/
def jwParity (n : ℕ) : Pauli n := (fun _ => 0, fun _ => 1)
```

The total parity is $Z_0\cdots Z_{n-1}$.

```lean
/-- The parity-encoded string with X on site `j` and all later sites,
and Z on the site just before `j` if there is one. -/
def parX {n : ℕ} (j : Fin n) : Pauli n :=
  (fun i => if j ≤ i then 1 else 0, fun i => if i.val + 1 = j.val then 1 else 0)
```

In the parity encoding, qubit $i$ stores the summed occupation of modes $0$ to $i$, modulo 2. Changing mode $j$ therefore flips all qubits from $j$ on. The X-type string is $Z_{j-1}X_jX_{j+1}\cdots X_{n-1}$, without the $Z$ when $j=0$.

```lean
/-- The parity-encoded string with Y at site `j` and X on all later sites. -/
def parY {n : ℕ} (j : Fin n) : Pauli n :=
  (fun i => if j ≤ i then 1 else 0, fun i => if i = j then 1 else 0)
```

The Y-type string is $Y_jX_{j+1}\cdots X_{n-1}$.

```lean
/-- The total parity in the parity encoding: Z on the last qubit. -/
def parParity (n : ℕ) : Pauli n :=
  (fun _ => 0, fun i => if i.val + 1 = n then 1 else 0)
```

The last qubit already stores the parity of all modes, so the total parity is $Z_{n-1}$.

```lean
/-- The Jordan-Wigner Majorana strings together with the total parity. -/
def jwStrings (n : ℕ) : Set (Pauli n) :=
  (Set.range jwX ∪ Set.range jwY) ∪ {jwParity n}
```

`Set.range jwX` is the set of all `jwX j`, and `∪` is union. This is the Jordan-Wigner list with its parity, as a set without order.

```lean
/-- The parity-encoded Majorana strings together with their total parity. -/
def parStrings (n : ℕ) : Set (Pauli n) :=
  (Set.range parX ∪ Set.range parY) ∪ {parParity n}
```

The parity-encoded set is built in the same way.

## Two maps, one of them a change of encoding

```lean
/-- Change from the Jordan-Wigner to the parity encoding: the new x entry at a site is the sum of
the old ones at that site and all earlier sites, and Z on a site becomes Z on that site and on the
one before it, if there is one. -/
def toParity {n : ℕ} (v : Pauli n) : Pauli n :=
  (fun i => ∑ k ∈ Finset.Iic i, v.1 k,
   fun i => v.2 i + if h : i.val + 1 < n then v.2 ⟨i.val + 1, h⟩ else 0)
```

The map `toParity` translates a string from one encoding to the other:

$$x'_i=\sum_{k\le i}x_k,\qquad z'_i=z_i+z_{i+1},$$

with $z_n$ read as 0. The first rule is the prefix sum that defines the stored bits. The second is its inverse transpose.

```lean
/-- Reversal of the qubit order combined with the exchange of x and z parts. -/
def duality (n : ℕ) : Pauli n ≃ₗ[ZMod 2] Pauli n where
  toFun v := (fun i => v.2 i.rev, fun i => v.1 i.rev)
  invFun v := (fun i => v.2 i.rev, fun i => v.1 i.rev)
  map_add' _ _ := rfl
  map_smul' _ _ := rfl
  left_inv v := by ext i <;> simp
  right_inv v := by ext i <;> simp
```

The duality $D$ is a different map:

$$D(x,z)_i=(z_{n-1-i},\,x_{n-1-i}).$$

Lean writes $n-1-i$ as `i.rev`. The symbol `≃ₗ[ZMod 2]` denotes an invertible linear map over $\mathbb Z/2$, so the definition has to supply an inverse and check linearity. The inverse is $D$ itself, since doing both operations twice restores the string.

```lean
/-- The symplectic form of two Pauli strings: 0 if they commute, 1 if they anticommute. -/
def symplecticForm {n : ℕ} (v w : Pauli n) : ZMod 2 :=
  ∑ i, (v.1 i * w.2 i + v.2 i * w.1 i)
```

For $v=(x,z)$ and $w=(x',z')$ the form is $\sum_i(x_iz'_i+z_ix'_i)$. It counts, modulo 2, the sites where the two Pauli matrices anticommute.

```lean
/-- The duality preserves the symplectic form. -/
theorem symplecticForm_duality {n : ℕ} (v w : Pauli n) :
    symplecticForm (duality n v) (duality n w) = symplecticForm v w := by
  have h := Equiv.sum_comp Fin.revPerm (fun i => v.1 i * w.2 i + v.2 i * w.1 i)
  refine Eq.trans ?_ h
  exact Finset.sum_congr rfl fun i _ => add_comm _ _
```

By hand, with $i'=n-1-i$,

$$\sum_i\bigl(z_{i'}x'_{i'}+x_{i'}z'_{i'}\bigr)=\sum_i\bigl(x_iz'_i+z_ix'_i\bigr).$$

The two terms swap places and the sum runs backwards. In Lean, `add_comm` does the swap and `Equiv.sum_comp` the relabelling. Commuting pairs thus stay commuting, and anticommuting pairs stay anticommuting.

```lean
/-- The change of encoding carries each Jordan-Wigner Majorana string, and the total parity,
to its parity-encoded counterpart. -/
theorem toParity_jw (n : ℕ) :
    (∀ j : Fin n, toParity (jwX j) = parX j) ∧
    (∀ j : Fin n, toParity (jwY j) = parY j) ∧
    toParity (jwParity n) = parParity n := by
  -- a single bit flip at `j` changes all partial parities from `j` on
  have hx : ∀ i j : Fin n, (∑ k ∈ Finset.Iic i, if k = j then (1 : ZMod 2) else 0)
      = if j ≤ i then 1 else 0 := by
    intro i j
    rw [Finset.sum_ite_eq']
    exact if_congr Finset.mem_Iic rfl rfl
  refine ⟨fun j => Prod.ext (funext fun i => hx i j) (funext fun i => ?_),
    fun j => Prod.ext (funext fun i => hx i j) (funext fun i => ?_),
    Prod.ext (funext fun i => Finset.sum_const_zero) (funext fun i => ?_)⟩
  -- neighbouring Z factors cancel except at the end of the Z chain
  · have hi := i.isLt
    have hj := j.isLt
    simp only [toParity, jwX, parX, Fin.lt_def]
    split_ifs <;> first | omega | decide
  · have hi := i.isLt
    have hj := j.isLt
    simp only [toParity, jwY, parY, Fin.le_def, Fin.ext_iff]
    split_ifs <;> first | omega | decide
  · have hi := i.isLt
    simp only [toParity, jwParity, parParity]
    split_ifs <;> first | omega | decide
```

This theorem ties the parity strings to the Jordan-Wigner ones, mode by mode. For either string at site $j$, the prefix sum of $[k=j]$ over $k\le i$ is $[j\le i]$, which is `hx`. The $z$ parts are

$$[i<j]+[i+1<j]=[i+1=j],\qquad [i\le j]+[i+1\le j]=[i=j],$$

because equal terms cancel modulo 2. For the total parity, $1+[i+1<n]=[i+1=n]$, and the $x$ part stays zero. Lean splits into cases with `split_ifs`; `omega` removes contradictory inequalities and `decide` does the arithmetic modulo 2.

## Where each string goes under the duality

```lean
/-- The duality sends the X-type Jordan-Wigner string at site `j` to the X-type
parity-encoded string at site `k` when `j + k = n`, with sites counted from 0. -/
theorem duality_jwX {n : ℕ} (j k : Fin n) (h : j.val + k.val = n) :
    duality n (jwX j) = parX k := by
  refine Prod.ext (funext fun i => ?_) (funext fun i => ?_) <;> have hi := i.isLt
  · show (if i.rev < j then (1 : ZMod 2) else 0) = if k ≤ i then 1 else 0
    exact if_congr (by simp only [Fin.lt_def, Fin.le_def, Fin.val_rev]; omega) rfl rfl
  · show (if i.rev = j then (1 : ZMod 2) else 0) = if i.val + 1 = k.val then 1 else 0
    exact if_congr (by simp only [Fin.ext_iff, Fin.val_rev]; omega) rfl rfl
```

Applying $D$ to `jwX j` gives

$$x_i=[n-1-i<j]=[n-j\le i],\qquad z_i=[n-1-i=j]=[i+1=n-j].$$

This is the X-type parity string at $k=n-j$. The hypothesis `h` states $j+k=n$; as both are below $n$, neither can be 0. The `show` lines display the two conditions, and `omega` proves them equivalent.

```lean
/-- The duality sends the Y-type Jordan-Wigner string at site `j` to the Y-type
parity-encoded string at the mirrored site. -/
theorem duality_jwY {n : ℕ} (j : Fin n) : duality n (jwY j) = parY j.rev := by
  have hj := j.isLt
  refine Prod.ext (funext fun i => ?_) (funext fun i => ?_) <;> have hi := i.isLt
  · show (if i.rev ≤ j then (1 : ZMod 2) else 0) = if j.rev ≤ i then 1 else 0
    exact if_congr (by simp only [Fin.le_def, Fin.val_rev]; omega) rfl rfl
  · show (if i.rev = j then (1 : ZMod 2) else 0) = if i = j.rev then 1 else 0
    exact if_congr (by simp only [Fin.ext_iff, Fin.val_rev]; omega) rfl rfl
```

For the Y-type string, $x_i=[n-1-i\le j]=[n-1-j\le i]$ and $z_i=[i=n-1-j]$. The image is the Y-type parity string at the mirrored site $n-1-j$.

For $j\ge1$, the two strings of mode $j$ therefore land in different modes, $n-j$ and $n-1-j$. The duality matches the sets but does not translate between encodings mode by mode, as `toParity` does.

```lean
/-- The duality sends the X-type Jordan-Wigner string at the first site to the
parity-encoded total parity. -/
theorem duality_jwX_first {n : ℕ} (j : Fin n) (h : j.val = 0) :
    duality n (jwX j) = parParity n := by
  refine Prod.ext (funext fun i => ?_) (funext fun i => ?_) <;> have hi := i.isLt
  · show (if i.rev < j then (1 : ZMod 2) else 0) = 0
    exact if_neg (by simp only [Fin.lt_def]; omega)
  · show (if i.rev = j then (1 : ZMod 2) else 0) = if i.val + 1 = n then 1 else 0
    exact if_congr (by simp only [Fin.ext_iff, Fin.val_rev]; omega) rfl rfl
```

For $j=0$ there is no site $n-j$ to go to. The string is $X_0$ alone, and it becomes $Z_{n-1}$, the parity-encoded total parity.

```lean
/-- The duality sends the Jordan-Wigner total parity to the X-type parity-encoded string
at the first site. -/
theorem duality_jwParity {n : ℕ} (k : Fin n) (h : k.val = 0) :
    duality n (jwParity n) = parX k := by
  refine Prod.ext (funext fun i => ?_) (funext fun i => ?_)
  · show (1 : ZMod 2) = if k ≤ i then 1 else 0
    exact (if_pos (by simp only [Fin.le_def]; omega)).symm
  · show (0 : ZMod 2) = if i.val + 1 = k.val then 1 else 0
    exact (if_neg (by omega)).symm
```

Conversely, $Z_0\cdots Z_{n-1}$ becomes $X_0\cdots X_{n-1}$, the X-type parity string at site 0. These two boundary cases account for the mismatch in the two-qubit lists.

## Counting and matching the sets

```lean
/-- The Jordan-Wigner Majorana strings and the total parity are `2n + 1` distinct vectors. -/
theorem ncard_jwStrings (n : ℕ) : (jwStrings n).ncard = 2 * n + 1 := by
  let f : (Fin n ⊕ Fin n) ⊕ Unit → Pauli n :=
    Sum.elim (Sum.elim jwX jwY) (fun _ => jwParity n)
  have hr : jwStrings n = f '' Set.univ := by
    ext v
    constructor
    · rintro ((⟨j, rfl⟩ | ⟨j, rfl⟩) | rfl)
      exacts [⟨.inl (.inl j), trivial, rfl⟩, ⟨.inl (.inr j), trivial, rfl⟩,
        ⟨.inr (), trivial, rfl⟩]
    · rintro ⟨(j | j) | u, -, rfl⟩
      exacts [Or.inl (Or.inl ⟨j, rfl⟩), Or.inl (Or.inr ⟨j, rfl⟩), Or.inr rfl]
  -- the x part determines the site, the z part tells X from Y
  have key : ∀ j k : Fin n, (jwX j).1 = (jwX k).1 → j = k := by
    intro j k h
    have h1 := congrFun h j
    by_contra hne
    simp [jwX, hne] at h1
  have hXY : ∀ j k : Fin n, jwX j ≠ jwY k := by
    intro j k h
    have e : j = k := key j k (congrArg Prod.fst h :)
    have h2 := congrFun (congrArg Prod.snd h) j
    simp [jwX, jwY, e] at h2
  have hXP : ∀ j : Fin n, (jwX j).1 ≠ (jwParity n).1 := by
    intro j h
    have h1 := congrFun h j
    simp [jwX, jwParity] at h1
  have hf : Function.Injective f := by
    rintro ((j | j) | u) ((k | k) | w) h
    · rw [key j k (congrArg Prod.fst h :)]
    · exact (hXY j k h).elim
    · exact (hXP j (congrArg Prod.fst h :)).elim
    · exact (hXY k j h.symm).elim
    · rw [key j k (congrArg Prod.fst h :)]
    · exact (hXP j (congrArg Prod.fst h :)).elim
    · exact (hXP k (congrArg Prod.fst h.symm :)).elim
    · exact (hXP k (congrArg Prod.fst h.symm :)).elim
    · rfl
  rw [hr, Set.ncard_image_of_injective _ hf, Set.ncard_univ, Nat.card_eq_fintype_card]
  simp only [Fintype.card_sum, Fintype.card_fin, Fintype.card_unit]
  omega
```

The `ncard` of a set is its number of elements. By hand, the $x$ part of a Majorana string has a single 1, at site $j$, so it determines $j$. The $z$ part at that site is 0 for X-type and 1 for Y-type. The total parity has $x=0$ and differs from all of them. There are thus $n+n+1$ distinct vectors.

Lean labels the strings by a disjoint union of two copies of `Fin n` and one extra point. The facts `key`, `hXY` and `hXP` are the three observations above, and `hf` combines them to show that different labels give different strings.

```lean
/-- Reversing the qubit order and exchanging x and z parts maps the Jordan-Wigner Majorana
strings with their total parity onto the parity-encoded ones with theirs, and both sets
have `2n + 1` elements. -/
theorem duality_image_jwStrings (n : ℕ) :
    duality n '' jwStrings n = parStrings n ∧
    (jwStrings n).ncard = 2 * n + 1 ∧ (parStrings n).ncard = 2 * n + 1 := by
  have himage : duality n '' jwStrings n = parStrings n := by
    rcases Nat.eq_zero_or_pos n with h0 | hn
    · -- without qubits there is only the empty string
      subst h0
      have hs : ∀ v w : Pauli 0, v = w := fun v w =>
        Prod.ext (funext fun i => i.elim0) (funext fun i => i.elim0)
      ext v
      exact ⟨fun _ => Or.inr (hs _ _), fun _ => ⟨jwParity 0, Or.inr rfl, hs _ _⟩⟩
    · ext v
      constructor
      · rintro ⟨_, (⟨j, rfl⟩ | ⟨j, rfl⟩) | rfl, rfl⟩
        · by_cases hj : j.val = 0
          · exact Or.inr (duality_jwX_first j hj)
          · have hlt := j.isLt
            exact Or.inl (Or.inl ⟨⟨n - j.val, by omega⟩,
              (duality_jwX j _ (by dsimp only; omega)).symm⟩)
        · exact Or.inl (Or.inr ⟨j.rev, (duality_jwY j).symm⟩)
        · exact Or.inl (Or.inl ⟨⟨0, hn⟩, (duality_jwParity _ rfl).symm⟩)
      · rintro ((⟨k, rfl⟩ | ⟨k, rfl⟩) | rfl)
        · by_cases hk : k.val = 0
          · exact ⟨jwParity n, Or.inr rfl, duality_jwParity k hk⟩
          · have hlt := k.isLt
            exact ⟨jwX ⟨n - k.val, by omega⟩, Or.inl (Or.inl ⟨_, rfl⟩),
              duality_jwX _ k (by dsimp only; omega)⟩
        · exact ⟨jwY k.rev, Or.inl (Or.inr ⟨_, rfl⟩), by rw [duality_jwY, Fin.rev_rev]⟩
        · exact ⟨jwX ⟨0, hn⟩, Or.inl (Or.inl ⟨_, rfl⟩), duality_jwX_first _ rfl⟩
  refine ⟨himage, ncard_jwStrings n, ?_⟩
  rw [← himage, Set.ncard_image_of_injective _ (duality n).injective, ncard_jwStrings]

end ParityJordanWignerDuality
```

```lean
#print axioms ParityJordanWignerDuality.symplecticForm_duality
-- 'ParityJordanWignerDuality.symplecticForm_duality' depends on axioms: [propext, Classical.choice, Quot.sound]
#print axioms ParityJordanWignerDuality.toParity_jw
-- 'ParityJordanWignerDuality.toParity_jw' depends on axioms: [propext, Classical.choice, Quot.sound]
#print axioms ParityJordanWignerDuality.duality_image_jwStrings
-- 'ParityJordanWignerDuality.duality_image_jwStrings' depends on axioms: [propext, Classical.choice, Quot.sound]
```

The notation `duality n '' jwStrings n` means the image of the set under $D$. The theorem says that this image is exactly `parStrings n`, and that each set has $2n+1$ elements.

For $n=0$ only the empty string exists, and both sets consist of it. For $n\ge1$ the proof shows two inclusions. Every Jordan-Wigner string lands in the parity set, by the four lemmas of the section on where each string goes. Every parity string is also reached:

- X-type at $k\ge1$ comes from X-type at $n-k$.
- X-type at $0$ comes from $Z_0\cdots Z_{n-1}$.
- Y-type at $k$ comes from Y-type at $n-1-k$.
- $Z_{n-1}$ comes from $X_0$.

Since $D$ is injective, the count carries over to the parity set.

For qubit simulations of electronic structure, this relates two common encodings at the level of single Majorana strings without phases; it makes no statement about the cost of a Hamiltonian, whose terms are products of such strings.

## The duality in a symplectic tableau

Programs that simulate stabilizer circuits often store Pauli strings as rows of two bit arrays `x` and `z`. In NumPy the duality is then one line:

```python
x, z = z[:, ::-1], x[:, ::-1]
```

Applied to the $2n+1$ Jordan-Wigner rows, it yields the parity-encoded rows in a different order, so a comparison should sort the rows first, keeping the `x` and `z` parts of each row together.

As a circuit, the map is a Hadamard gate on every qubit followed by reversal of the qubit order. A program that tracks signs must also account for $HYH=-Y$: each Y-type string contains one $Y$ and picks up a minus sign, which the bit vectors do not record.
